# On a finite state set, a potential error of at most $d$ shifts Boltzmann averages by at most the observable's spread times $\tanh(\beta d/2)$

## Two states that exchange their energies

Take a system with two states, numbered 0 and 1, at inverse temperature $\beta = 1/(k_BT) \ge 0$. A reference potential $U$ gives them the energies $d/2$ and $-d/2$, with $d \ge 0$. A fitted potential $U'$ gets the order wrong and assigns $-d/2$ and $d/2$. Each energy is then wrong by exactly $d$.

Let an observable $A$ have the values $a \le b$ in states 0 and 1, and write $x = \beta d/2$. The two thermal averages are

$$\langle A\rangle_U = \frac{a e^{-x} + b e^{x}}{e^{x}+e^{-x}}, \qquad
\langle A\rangle_{U'} = \frac{a e^{x} + b e^{-x}}{e^{x}+e^{-x}},$$

and their difference is

$$\langle A\rangle_U - \langle A\rangle_{U'} = (b-a)\,\frac{e^{x}-e^{-x}}{e^{x}+e^{-x}} = (b-a)\tanh\frac{\beta d}{2}.$$

The error moves weight from one end of the range of $A$ to the other. For small $\beta d$ the shift is linear in $d$, and for large $\beta d$ it saturates at the full range $b-a$. At the same temperature, no finite system with the same energy error and the same range of $A$ does worse than this one.

## The bound for any finite set of states

Let $S$ be a finite nonempty set of states, and let $U$ and $U'$ be real functions on $S$. For an observable $A$ define

$$\langle A\rangle_U = \frac{N}{Z}, \qquad N = \sum_s e^{-\beta U(s)}A(s), \qquad Z = \sum_s e^{-\beta U(s)},$$

with $N'$ and $Z'$ the same sums for $U'$. If $\beta \ge 0$ and $|U(s)-U'(s)| \le d$ for every $s$, then

$$|\langle A\rangle_U - \langle A\rangle_{U'}| \le (\max A - \min A)\tanh\frac{\beta d}{2}.$$

The number $d$ stands for the worst error of the fitted potential over all states. It refers to the total energy of a state, not to the energy per atom. If only a fixed error per atom is guaranteed, $d$ grows with the number of atoms. At fixed $\beta > 0$ the factor $\tanh(\beta d/2)$ then tends to 1, and for large systems the bound says little, even where the actual shift is small.

For classical canonical simulation with a fitted potential, such as sampling the arrangements of an alloy on a finite lattice, this turns a uniform energy error into a guaranteed error bar on an average over finitely many states.

## From Boltzmann factors to two total weights

Put $k = e^{\beta d}$, so $k \ge 1$. Since $\beta(U(s)-U'(s)) \le \beta d$, we have $e^{-\beta U'(s)} \le k\,e^{-\beta U(s)}$, and the same holds with $U$ and $U'$ exchanged.

Let $a \le A(s) \le b$ for all $s$. Measure $A$ from both ends of this interval:

$$X = \sum_s e^{-\beta U(s)}(A(s)-a) = N - aZ, \qquad Y = \sum_s e^{-\beta U(s)}(b-A(s)) = bZ - N,$$

and define $X'$, $Y'$ likewise for $U'$. All four are nonnegative. Summing the factor bounds term by term gives $X' \le kX$ and $Y \le kY'$. The many states have been reduced to two weights, as in the opening example.

Two identities bring back the averages:

$$X+Y = (b-a)Z, \qquad X'Y - XY' = (b-a)(N'Z - NZ').$$

## An inequality for two weights

The required estimate is

$$(k+1)(X'Y - XY') \le (k-1)(X'+Y')(X+Y).$$

The right side minus the left side is

$$E = X'\,[(k-1)X - 2Y] + Y'\,[(k-1)Y + 2kX].$$

The second bracket is nonnegative. If the first is too, then $E \ge 0$. If the first is negative or zero, $E$ is smallest when $X'$ is as large and $Y'$ as small as allowed. Inserting $X' \le kX$ and $kY' \ge Y$ gives

$$kE \ge k^2X[(k-1)X-2Y] + Y[(k-1)Y+2kX] = (k-1)(kX-Y)^2 \ge 0.$$

With the two identities the estimate becomes

$$(k+1)(b-a)(N'Z-NZ') \le (k-1)(b-a)^2 ZZ'.$$

For $a<b$, division by $(k+1)(b-a)ZZ'$ yields

$$\langle A\rangle_{U'} - \langle A\rangle_U \le (b-a)\,\frac{k-1}{k+1} = (b-a)\tanh\frac{\beta d}{2},$$

where the last step multiplies numerator and denominator by $e^{-\beta d/2}$. For $a=b$ the observable is constant and both sides vanish. Choosing $a = \min A$ and $b = \max A$, and then exchanging $U$ and $U'$, gives the bound on the absolute value.

## Removing the arbitrary zero of energy

Replacing $U'$ by $U'+c$ multiplies $N'$ and $Z'$ by the same factor $e^{-\beta c}$, so the average is unchanged. It is therefore enough that $|U(s)-U'(s)-c| \le d$ for one constant $c$ and every $s$. A fitted potential with a different reference energy is judged only by the error that remains after alignment.

## How the Lean statement represents the physics

The type `S` is the set of states; degenerate states are separate elements. Potentials and observables are functions `S → ℝ`, and `boltzmannAverage β U A` is the quotient $N/Z$. `spread A` is the maximum minus the minimum, written with `sup'` and `inf'` over the nonempty finite set.

The main theorem is `abs_average_sub_le`. Its hypothesis `hβ` is $\beta \ge 0$, and `hd` is the uniform energy error. That $d \ge 0$ follows from `hd`. The theorem `abs_average_sub_le_of_offset` is the version with the constant $c$, and `two_level_sharp` is the opening example, with both its energy errors and its shift of the average.

The same function `A` appears in both averages. Comparing the mean energy of each model, $\langle U\rangle_U$ with $\langle U'\rangle_{U'}$, would need a further term for the change of the observable. The bound also says nothing about sampling error or dynamics.

## An error bound that misses one state

It is not enough for the energy error to be bounded at all states but one. Take two states with $U = (0,0)$ and $U' = (0,-\varepsilon)$, where $\varepsilon > 0$ and $\beta > 0$. At state 0 the error is zero, so $d=0$ would fit there. For $A = (0,1)$, however,

$$\langle A\rangle_{U'} - \langle A\rangle_U = \frac{1}{1+e^{-\beta\varepsilon}} - \frac12 = \frac12\tanh\frac{\beta\varepsilon}{2} > 0,$$

while the bound with $d=0$ would give zero. In validation terms, a test set that omits a single low-lying state can miss the error that matters.

## Continuous configurations as another model

Atomic positions would call for integrals over a configuration space in place of sums. One would then assume measurable potentials, a finite positive partition integral and a bounded measurable observable, with the supremum and infimum of $A$ replacing its maximum and minimum. The derivation above carries over with integrals for sums, though the file treats only the finite case. For an unbounded observable the spread is infinite and the estimate gives no information.

## The complete file

```lean
import Mathlib

open Finset

namespace PotentialErrorPropagation

noncomputable section

/-- The Boltzmann average of the observable `A` at inverse temperature `β` for the
potential `U` on a finite nonempty set of states. -/
def boltzmannAverage {S : Type*} [Fintype S] (β : ℝ) (U A : S → ℝ) : ℝ :=
  (∑ s, Real.exp (-(β * U s)) * A s) / ∑ s, Real.exp (-(β * U s))

/-- The spread of an observable: its maximum minus its minimum over the states. -/
def spread {S : Type*} [Fintype S] [Nonempty S] (A : S → ℝ) : ℝ :=
  univ.sup' univ_nonempty A - univ.inf' univ_nonempty A

/-- If two energies differ by at most `d` and `β ≥ 0`, their Boltzmann factors differ
by at most a factor `exp (β d)`. -/
theorem boltzmann_factor_le {β d u v : ℝ} (hβ : 0 ≤ β) (h : |u - v| ≤ d) :
    Real.exp (-(β * v)) ≤ Real.exp (β * d) * Real.exp (-(β * u)) := by
  rw [← Real.exp_add]
  apply Real.exp_le_exp.2
  have := mul_le_mul_of_nonneg_left ((le_abs_self _).trans h) hβ
  linarith

/-- Let nonnegative weights `X, Y` of two outcomes become nonnegative weights `X', Y'`, where `X`
grows at most by a factor `k ≥ 1` and `Y` shrinks at most by the same factor. Then the cross
difference `X' Y - X Y'` is at most `(k - 1) / (k + 1)` times the product of the total weights. -/
theorem two_outcome_bound {k X Y X' Y' : ℝ} (hk : 1 ≤ k) (hX0 : 0 ≤ X) (hY0 : 0 ≤ Y)
    (hX0' : 0 ≤ X') (hY0' : 0 ≤ Y') (hX : X' ≤ k * X) (hY : Y ≤ k * Y') :
    (k + 1) * (X' * Y - X * Y') ≤ (k - 1) * ((X' + Y') * (X + Y)) := by
  have hk0 : 0 < k := by linarith
  have hk1 : 0 ≤ k - 1 := by linarith
  have he : 0 ≤ (k - 1) * Y + 2 * k * X := by positivity
  -- the difference of the two sides is linear in the new weights
  have hE : 0 ≤ X' * ((k - 1) * X - 2 * Y) + Y' * ((k - 1) * Y + 2 * k * X) := by
    rcases le_total 0 ((k - 1) * X - 2 * Y) with hc | hc
    · exact add_nonneg (mul_nonneg hX0' hc) (mul_nonneg hY0' he)
    · -- the worst case is the extreme reweighting, where a perfect square appears
      have h1 := mul_le_mul_of_nonneg_right hY he
      have h2 := mul_le_mul_of_nonneg_left (mul_le_mul_of_nonpos_right hX hc) hk0.le
      have h3 := mul_nonneg hk1 (sq_nonneg (k * X - Y))
      apply (mul_nonneg_iff_of_pos_left hk0).1
      linarith
  linarith

/-- The hyperbolic tangent of `t / 2` equals `(exp t - 1) / (exp t + 1)`. -/
theorem tanh_half (t : ℝ) :
    Real.tanh (t / 2) = (Real.exp t - 1) / (Real.exp t + 1) := by
  have h : Real.exp t = Real.exp (t / 2) * Real.exp (t / 2) := by
    rw [← Real.exp_add, add_halves]
  have hm : Real.exp (t / 2) * Real.exp (-(t / 2)) = 1 := by
    rw [← Real.exp_add, add_neg_cancel, Real.exp_zero]
  rw [Real.tanh_eq_sinh_div_cosh, Real.sinh_eq, Real.cosh_eq, h,
    div_div_div_cancel_right₀ two_ne_zero, div_eq_div_iff (by positivity) (by positivity)]
  linear_combination (-2 * Real.exp (t / 2)) * hm

variable {S : Type*} [Fintype S]

/-- On a finite nonempty set of states, if `β ≥ 0`, two potentials differ by at most `d` in every
state and the observable lies between `a` and `b`, then replacing `U` by `U'` raises its Boltzmann
average by at most `(b - a) tanh (β d / 2)`. -/
theorem average_sub_le [Nonempty S] {β d a b : ℝ} {U U' A : S → ℝ} (hβ : 0 ≤ β)
    (hd : ∀ s, |U s - U' s| ≤ d) (ha : ∀ s, a ≤ A s) (hb : ∀ s, A s ≤ b) :
    boltzmannAverage β U' A - boltzmannAverage β U A ≤ (b - a) * Real.tanh (β * d / 2) := by
  have hd0 : 0 ≤ d := (abs_nonneg _).trans (hd (Classical.arbitrary S))
  have hk : 1 ≤ Real.exp (β * d) := Real.one_le_exp (mul_nonneg hβ hd0)
  have hZ : ∀ V : S → ℝ, 0 < ∑ s, Real.exp (-(β * V s)) := fun V =>
    sum_pos (fun s _ => Real.exp_pos _) univ_nonempty
  -- weights of the distances of `A` from its lower and upper bound
  have eX : ∀ V : S → ℝ, ∑ s, Real.exp (-(β * V s)) * (A s - a) =
      ∑ s, Real.exp (-(β * V s)) * A s - a * ∑ s, Real.exp (-(β * V s)) := by
    intro V
    rw [mul_sum, ← sum_sub_distrib]
    exact sum_congr rfl (fun s _ => by ring)
  have eY : ∀ V : S → ℝ, ∑ s, Real.exp (-(β * V s)) * (b - A s) =
      b * ∑ s, Real.exp (-(β * V s)) - ∑ s, Real.exp (-(β * V s)) * A s := by
    intro V
    rw [mul_sum, ← sum_sub_distrib]
    exact sum_congr rfl (fun s _ => by ring)
  have pX : ∀ V : S → ℝ, 0 ≤ ∑ s, Real.exp (-(β * V s)) * (A s - a) := fun V =>
    sum_nonneg (fun s _ => mul_nonneg (Real.exp_pos _).le (sub_nonneg.2 (ha s)))
  have pY : ∀ V : S → ℝ, 0 ≤ ∑ s, Real.exp (-(β * V s)) * (b - A s) := fun V =>
    sum_nonneg (fun s _ => mul_nonneg (Real.exp_pos _).le (sub_nonneg.2 (hb s)))
  have cX : ∑ s, Real.exp (-(β * U' s)) * (A s - a) ≤
      Real.exp (β * d) * ∑ s, Real.exp (-(β * U s)) * (A s - a) := by
    rw [mul_sum]
    refine sum_le_sum (fun s _ => ?_)
    rw [← mul_assoc]
    exact mul_le_mul_of_nonneg_right (boltzmann_factor_le hβ (hd s)) (sub_nonneg.2 (ha s))
  have cY : ∑ s, Real.exp (-(β * U s)) * (b - A s) ≤
      Real.exp (β * d) * ∑ s, Real.exp (-(β * U' s)) * (b - A s) := by
    rw [mul_sum]
    refine sum_le_sum (fun s _ => ?_)
    rw [← mul_assoc]
    exact mul_le_mul_of_nonneg_right
      (boltzmann_factor_le hβ ((abs_sub_comm _ _).trans_le (hd s))) (sub_nonneg.2 (hb s))
  have key := two_outcome_bound hk (pX U) (pY U) (pX U') (pY U') cX cY
  have qX := pX
  have qY := pY
  simp only [eX, eY] at key qX qY
  have hZU := hZ U
  have hZU' := hZ U'
  unfold boltzmannAverage
  rw [tanh_half, div_sub_div _ _ hZU'.ne' hZU.ne', ← mul_div_assoc,
    div_le_div_iff₀ (mul_pos hZU' hZU) (by positivity)]
  rcases ((ha (Classical.arbitrary S)).trans (hb _)).eq_or_lt with hab | hab
  · -- a constant observable has the same average for both potentials
    subst hab
    have h1 := le_antisymm (sub_nonneg.1 (qY U)) (sub_nonneg.1 (qX U))
    have h2 := le_antisymm (sub_nonneg.1 (qY U')) (sub_nonneg.1 (qX U'))
    rw [h1, h2]
    apply le_of_eq
    ring
  · refine le_of_mul_le_mul_left ?_ (sub_pos.2 hab)
    linear_combination key

/-- If `β ≥ 0` and two potentials differ by at most `d` in every state, the Boltzmann averages
of any observable differ by at most its spread times `tanh (β d / 2)`. -/
theorem abs_average_sub_le [Nonempty S] {β d : ℝ} {U U' : S → ℝ} (hβ : 0 ≤ β)
    (hd : ∀ s, |U s - U' s| ≤ d) (A : S → ℝ) :
    |boltzmannAverage β U A - boltzmannAverage β U' A| ≤
      spread A * Real.tanh (β * d / 2) := by
  have ha : ∀ s, univ.inf' univ_nonempty A ≤ A s := fun s => inf'_le A (mem_univ s)
  have hb : ∀ s, A s ≤ univ.sup' univ_nonempty A := fun s => le_sup' A (mem_univ s)
  exact abs_sub_le_iff.2
    ⟨average_sub_le hβ (fun s => (abs_sub_comm _ _).trans_le (hd s)) ha hb,
      average_sub_le hβ hd ha hb⟩

/-- Adding a constant to the potential leaves every Boltzmann average unchanged. -/
theorem average_add_const (β c : ℝ) (U A : S → ℝ) :
    boltzmannAverage β (fun s => U s + c) A = boltzmannAverage β U A := by
  have h : ∀ s, Real.exp (-(β * (U s + c))) =
      Real.exp (-(β * c)) * Real.exp (-(β * U s)) := by
    intro s
    rw [← Real.exp_add]
    congr 1
    ring
  simp only [boltzmannAverage, h, mul_assoc, ← mul_sum]
  exact mul_div_mul_left _ _ (Real.exp_ne_zero _)

/-- If `β ≥ 0` and two potentials differ by at most `d` in every state after a constant offset `c`
is removed, the Boltzmann averages of any observable differ by at most its spread times
`tanh (β d / 2)`. -/
theorem abs_average_sub_le_of_offset [Nonempty S] {β d c : ℝ} {U U' : S → ℝ} (hβ : 0 ≤ β)
    (hd : ∀ s, |U s - U' s - c| ≤ d) (A : S → ℝ) :
    |boltzmannAverage β U A - boltzmannAverage β U' A| ≤
      spread A * Real.tanh (β * d / 2) := by
  rw [← average_add_const β c U' A]
  refine abs_average_sub_le hβ (fun s => ?_) A
  rw [← sub_sub]
  exact hd s

/-- Let the two states of a system have energies `d / 2` and `-d / 2`, with `d ≥ 0`, and let an
observable have the values `a ≤ b` in them, in this order. Interchanging the energies changes each
of them by exactly `d` and lowers the average of the observable by exactly its spread times
`tanh (β d / 2)`. -/
theorem two_level_sharp (β : ℝ) {d a b : ℝ} (hd : 0 ≤ d) (hab : a ≤ b) :
    (∀ s, |(![d / 2, -(d / 2)] : Fin 2 → ℝ) s - ![-(d / 2), d / 2] s| = d) ∧
    boltzmannAverage β ![d / 2, -(d / 2)] ![a, b] -
      boltzmannAverage β ![-(d / 2), d / 2] ![a, b] =
        spread ![a, b] * Real.tanh (β * d / 2) := by
  constructor
  · refine Fin.forall_fin_two.2 ⟨?_, ?_⟩
    · change |d / 2 - -(d / 2)| = d
      rw [show d / 2 - -(d / 2) = d by ring, abs_of_nonneg hd]
    · change |-(d / 2) - d / 2| = d
      rw [show -(d / 2) - d / 2 = -d by ring, abs_neg, abs_of_nonneg hd]
  · have hs : spread ![a, b] = b - a := by
      have h1 : ∀ i, (![a, b] : Fin 2 → ℝ) i ≤ b := Fin.forall_fin_two.2 ⟨hab, le_rfl⟩
      have h0 : ∀ i, a ≤ (![a, b] : Fin 2 → ℝ) i := Fin.forall_fin_two.2 ⟨le_rfl, hab⟩
      unfold spread
      congr 1
      · exact le_antisymm (sup'_le _ _ (fun i _ => h1 i))
          (le_sup' (![a, b] : Fin 2 → ℝ) (mem_univ 1))
      · exact le_antisymm (inf'_le (![a, b] : Fin 2 → ℝ) (mem_univ 0))
          (le_inf' _ _ (fun i _ => h0 i))
    have e : ∀ u v : ℝ, boltzmannAverage β ![u, v] ![a, b] =
        (Real.exp (-(β * u)) * a + Real.exp (-(β * v)) * b) /
          (Real.exp (-(β * u)) + Real.exp (-(β * v))) := by
      intro u v
      unfold boltzmannAverage
      rw [Fin.sum_univ_two, Fin.sum_univ_two]
      rfl
    rw [e, e, hs, show -(β * (d / 2)) = -(β * d / 2) by ring,
      show -(β * -(d / 2)) = β * d / 2 by ring, Real.tanh_eq_sinh_div_cosh,
      Real.sinh_eq, Real.cosh_eq, div_div_div_cancel_right₀ two_ne_zero,
      add_comm (Real.exp (-(β * d / 2))) (Real.exp (β * d / 2)),
      ← sub_div, ← mul_div_assoc]
    congr 1
    ring

end

end PotentialErrorPropagation
```

```lean
#print axioms PotentialErrorPropagation.abs_average_sub_le_of_offset
#print axioms PotentialErrorPropagation.two_level_sharp
```

```
'PotentialErrorPropagation.abs_average_sub_le_of_offset' depends on axioms: [propext, Classical.choice, Quot.sound]
'PotentialErrorPropagation.two_level_sharp' depends on axioms: [propext, Classical.choice, Quot.sound]
```

## What each lemma contributes

`boltzmann_factor_le` is the comparison of single Boltzmann factors. It combines the exponentials and reduces the claim to an inequality between exponents.

`two_outcome_bound` is the inequality for two weights. Inside it, `hE` states $E \ge 0$, and `rcases` splits on the sign of the first bracket. In the second case `h1` and `h2` insert the extreme values of $Y'$ and $X'$, `h3` supplies the square $(k-1)(kX-Y)^2$, and `linarith` adds them up to $kE \ge 0$.

`tanh_half` identifies $(e^t-1)/(e^t+1)$ with $\tanh(t/2)$, using $e^{t/2}e^{-t/2}=1$.

`average_sub_le` assembles the one-sided estimate. The steps `eX` and `eY` express the weights through $N$ and $Z$, `pX` and `pY` give their signs, and `cX` and `cY` sum the factor bounds. The result `key` is the two-weight inequality for these sums. After the fractions are cleared, the case $a=b$ is treated separately: the signs of the weights force $N=aZ$ and $N'=aZ'$. For $a<b$ the goal is multiplied by $b-a$, and `linear_combination key` checks the algebra that the two identities express.

`abs_average_sub_le` applies this estimate in both directions, with the minimum and maximum of `A` as bounds. `average_add_const` cancels the common factor $e^{-\beta c}$, and `abs_average_sub_le_of_offset` uses it to replace $U'$ by $U'+c$ before calling the main theorem.

In `two_level_sharp`, `hs` computes the spread as $b-a$ and `e` writes out the two-state average. The remaining rewriting turns the difference of the two fractions into $(b-a)\tanh(\beta d/2)$. This equality needs no sign condition on $\beta$; for $\beta \ge 0$ it shows that the general bound is attained.
